# PAW expectation values split into smooth, one-centre and cross terms

**A:** Let \(A\) be a Hermitian operator and let \(\psi=s+\sum_R d_R\), with \(d_R=a_R-b_R\) and finitely many sites \(R\). Then

\[
\begin{aligned}
\langle\psi,A\psi\rangle={}&\langle s,As\rangle+\sum_R\bigl(\langle a_R,Aa_R\rangle-\langle b_R,Ab_R\rangle\bigr)\\
&+\sum_R 2\,\mathrm{Re}\,\langle d_R,A(s-b_R)\rangle+\sum_{R\ne R'}\langle d_R,Ad_{R'}\rangle .
\end{aligned}
\]

The last sum runs over ordered pairs. For one-electron states of this form, the second line is what the usual PAW expectation-value formula omits. It vanishes if \(A\) is multiplication by a real potential, the \(d_R\) have disjoint supports, and \(s=b_R\) wherever \(d_R\ne0\).

```lean
import Mathlib

open scoped InnerProductSpace ComplexConjugate
open MeasureTheory

namespace PAWOperatorTransformation

noncomputable section
```

**Q:** Where are the projectors and augmentation spheres?

**A:** There are no projectors. Here \(s\) is the smooth state, and \(a_R\), \(b_R\) are the all-electron and smooth partial-wave expansions at site \(R\), taken as arbitrary vectors.

```lean
/-- The all-electron state: the smooth state `s` plus, at each site, the all-electron
partial-wave part `a R` minus its smooth counterpart `b R`. -/
def paw {ι E : Type*} [Fintype ι] [AddCommGroup E] (s : E) (a b : ι → E) : E :=
  s + ∑ R, (a R - b R)
```

The spheres enter only through two conditions on functions. `disjoint` says that at most one \(d_R\) is nonzero at each point. `complete` says that \(s=b_R\) wherever \(d_R\ne0\); physically, the smooth partial waves reproduce the smooth state inside the sphere. This is assumed, and a truncated partial-wave set generally meets it only approximately.

```lean
/-- The sphere conditions: corrections `a R - b R` of distinct sites do not overlap, and the
smooth state equals its one-centre expansion `b R` wherever the correction of `R` is nonzero. -/
structure SphereConditions {ι X : Type*} (s : X → ℂ) (a b : ι → X → ℂ) : Prop where
  disjoint : ∀ R R', R ≠ R' → ∀ x, a R x = b R x ∨ a R' x = b R' x
  complete : ∀ R x, a R x ≠ b R x → s x = b R x
```

**Q:** Does the general formula use those conditions?

**A:** No, only symmetry. Expanding \(\psi\) gives \(\langle s,As\rangle\), the pair terms \(\langle d_R,Ad_{R'}\rangle\) with \(R\ne R'\), and for each site

\[
\langle d_R,As\rangle+\langle s,Ad_R\rangle+\langle d_R,Ad_R\rangle .
\]

Write \(s=b_R+e_R\). The terms with \(b_R\) are

\[
\langle d_R,Ab_R\rangle+\langle b_R,Ad_R\rangle+\langle d_R,Ad_R\rangle=\langle a_R,Aa_R\rangle-\langle b_R,Ab_R\rangle,
\]

because \(a_R=b_R+d_R\). The rest is \(\langle d_R,Ae_R\rangle+\langle e_R,Ad_R\rangle\). By symmetry the second term is the conjugate of the first, so the sum is \(2\,\mathrm{Re}\,\langle d_R,Ae_R\rangle\).

`mixed_terms` proves the conjugation step, and `one_site` the rearrangement, by expanding both sides and calling `ring`.

```lean
section General

variable {ι E : Type*} [Fintype ι] [NormedAddCommGroup E] [InnerProductSpace ℂ E]

/-- For a Hermitian operator the two mixed matrix elements add up to twice a real part. -/
theorem mixed_terms {A : E →ₗ[ℂ] E} (hA : A.IsSymmetric) (x y : E) :
    ⟪x, A y⟫_ℂ + ⟪y, A x⟫_ℂ = ((2 * (⟪x, A y⟫_ℂ).re : ℝ) : ℂ) := by
  have h : ⟪y, A x⟫_ℂ = conj ⟪x, A y⟫_ℂ := by
    rw [inner_conj_symm]
    exact (hA y x).symm
  rw [h, Complex.add_conj]

/-- At one site, the terms containing the correction `a - b` equal the one-centre difference
plus a coupling of the correction to the expansion error `s - b`. -/
theorem one_site {A : E →ₗ[ℂ] E} (hA : A.IsSymmetric) (s a b : E) :
    ⟪a - b, A s⟫_ℂ + ⟪s, A (a - b)⟫_ℂ + ⟪a - b, A (a - b)⟫_ℂ =
      (⟪a, A a⟫_ℂ - ⟪b, A b⟫_ℂ) + ((2 * (⟪a - b, A (s - b)⟫_ℂ).re : ℝ) : ℂ) := by
  rw [← mixed_terms hA]
  simp only [map_sub, inner_sub_left, inner_sub_right]
  ring
```

In `paw_expectation`, `hdd` separates equal from distinct sites, `hsite` sums the one-site identity, and `linear_combination` joins them.

```lean
/-- The expectation value of a Hermitian operator in the all-electron state is the smooth term,
the one-centre differences, the coupling to the expansion errors, and the terms between
distinct sites. -/
theorem paw_expectation [DecidableEq ι] {A : E →ₗ[ℂ] E} (hA : A.IsSymmetric)
    (s : E) (a b : ι → E) :
    ⟪paw s a b, A (paw s a b)⟫_ℂ =
      ⟪s, A s⟫_ℂ + ∑ R, (⟪a R, A (a R)⟫_ℂ - ⟪b R, A (b R)⟫_ℂ)
        + ∑ R, ((2 * (⟪a R - b R, A (s - b R)⟫_ℂ).re : ℝ) : ℂ)
        + ∑ R, ∑ R' ∈ Finset.univ.erase R, ⟪a R - b R, A (a R' - b R')⟫_ℂ := by
  -- split the double sum over sites into equal and distinct pairs
  have hdd : ⟪∑ R, (a R - b R), A (∑ R, (a R - b R))⟫_ℂ =
      ∑ R, ⟪a R - b R, A (a R - b R)⟫_ℂ
        + ∑ R, ∑ R' ∈ Finset.univ.erase R, ⟪a R - b R, A (a R' - b R')⟫_ℂ := by
    rw [map_sum, sum_inner, ← Finset.sum_add_distrib]
    refine Finset.sum_congr rfl fun R _ => ?_
    rw [inner_sum]
    exact (Finset.add_sum_erase Finset.univ
      (fun R' => ⟪a R - b R, A (a R' - b R')⟫_ℂ) (Finset.mem_univ R)).symm
  have h1 : ⟪s, A (∑ R, (a R - b R))⟫_ℂ = ∑ R, ⟪s, A (a R - b R)⟫_ℂ := by
    rw [map_sum, inner_sum]
  have h2 : ⟪∑ R, (a R - b R), A s⟫_ℂ = ∑ R, ⟪a R - b R, A s⟫_ℂ := by
    rw [sum_inner]
  -- rearrange the remaining terms site by site
  have hsite := Finset.sum_congr (rfl : (Finset.univ : Finset ι) = Finset.univ)
    (fun R _ => one_site hA s (a R) (b R))
  rw [Finset.sum_add_distrib, Finset.sum_add_distrib, Finset.sum_add_distrib] at hsite
  have hexp : ⟪paw s a b, A (paw s a b)⟫_ℂ =
      ⟪s, A s⟫_ℂ + ⟪s, A (∑ R, (a R - b R))⟫_ℂ + ⟪∑ R, (a R - b R), A s⟫_ℂ
        + ⟪∑ R, (a R - b R), A (∑ R, (a R - b R))⟫_ℂ := by
    unfold paw
    rw [map_add, inner_add_left, inner_add_right, inner_add_right]
    ring
  rw [hexp, hdd, h1, h2]
  linear_combination hsite

end General
```

**Q:** Is `A` general enough for a kinetic energy operator?

**A:** `E` is any complex inner product space, complete or not, but `A` must map all of it into itself. An unbounded operator therefore needs a domain that it preserves. For the kinetic energy the Schwartz functions are such a domain, but no such domain in \(L^2\) contains an orbital with a cusp at a point nucleus, because applying the operator twice gives a delta function there. The theorem doesn't cover those orbitals. The inner product is conjugate-linear in its first argument.

**Q:** And what does "local" mean?

**A:** On a finite grid `X`, `localOp v` multiplies by a real potential \(v\). Its matrix elements are

\[
\langle f,Ag\rangle=\sum_x \overline{f(x)}\,v(x)\,g(x),
\]

with unit weight per point. Since \(v\) is real, the operator is Hermitian.

```lean
section Local

variable {ι X : Type*} [Fintype X]

/-- A diagonal Hermitian operator on a grid: multiplication by a real potential `v`. -/
def localOp (v : X → ℝ) : EuclideanSpace ℂ X →ₗ[ℂ] EuclideanSpace ℂ X where
  toFun f := WithLp.toLp 2 (fun x => (v x : ℂ) * f x)
  map_add' f g := by ext x; simp [mul_add]
  map_smul' c f := by ext x; simp [mul_left_comm]

/-- Matrix elements of a local operator are sums over grid points. -/
theorem inner_localOp (v : X → ℝ) (f g : EuclideanSpace ℂ X) :
    ⟪f, localOp v g⟫_ℂ = ∑ x, conj (f x) * ((v x : ℂ) * g x) := by
  rw [PiLp.inner_apply]
  refine Finset.sum_congr rfl fun x _ => ?_
  rw [RCLike.inner_apply]
  change (v x : ℂ) * g x * conj (f x) = _
  ring

/-- Multiplication by a real potential is Hermitian. -/
theorem localOp_symmetric (v : X → ℝ) : (localOp v).IsSymmetric := by
  intro f g
  rw [← inner_conj_symm (localOp v f) g, inner_localOp, inner_localOp, map_sum]
  refine Finset.sum_congr rfl fun x _ => ?_
  simp only [map_mul, Complex.conj_conj, Complex.conj_ofReal]
  ring
```

In \(\langle d_R,A(s-b_R)\rangle\), each point has \(d_R=0\) or \(s-b_R=0\). In \(\langle d_R,Ad_{R'}\rangle\), each point has \(d_R=0\) or \(d_{R'}=0\). Every summand is zero, which the case splits in `cross_terms_vanish` check. Substitution into the general formula leaves the first line.

```lean
/-- Under the sphere conditions a local operator couples no correction to the expansion error
of its own site, nor to the correction of another site. -/
theorem cross_terms_vanish (v : X → ℝ) (s : EuclideanSpace ℂ X) (a b : ι → EuclideanSpace ℂ X)
    (h : SphereConditions s.ofLp (fun R => (a R).ofLp) (fun R => (b R).ofLp)) :
    (∀ R, ⟪a R - b R, localOp v (s - b R)⟫_ℂ = 0) ∧
      ∀ R R', R ≠ R' → ⟪a R - b R, localOp v (a R' - b R')⟫_ℂ = 0 := by
  constructor
  · intro R
    rw [inner_localOp]
    refine Finset.sum_eq_zero fun x _ => ?_
    by_cases hx : a R x = b R x
    · simp [hx]
    · have hs : s x = b R x := h.complete R x hx
      simp [hs]
  · intro R R' hne
    rw [inner_localOp]
    refine Finset.sum_eq_zero fun x _ => ?_
    have hx : a R x = b R x ∨ a R' x = b R' x := h.disjoint R R' hne x
    rcases hx with hx | hx <;> simp [hx]

/-- For a local operator under the sphere conditions, the expectation value is the smooth term
plus the one-centre differences. -/
theorem paw_expectation_local [Fintype ι] (v : X → ℝ) (s : EuclideanSpace ℂ X)
    (a b : ι → EuclideanSpace ℂ X)
    (h : SphereConditions s.ofLp (fun R => (a R).ofLp) (fun R => (b R).ofLp)) :
    ⟪paw s a b, localOp v (paw s a b)⟫_ℂ = ⟪s, localOp v s⟫_ℂ
      + ∑ R, (⟪a R, localOp v (a R)⟫_ℂ - ⟪b R, localOp v (b R)⟫_ℂ) := by
  classical
  obtain ⟨h1, h2⟩ := cross_terms_vanish v s a b h
  have e1 : ∑ R, ((2 * (⟪a R - b R, localOp v (s - b R)⟫_ℂ).re : ℝ) : ℂ) = 0 :=
    Finset.sum_eq_zero fun R _ => by rw [h1 R]; simp
  have e2 : ∑ R, ∑ R' ∈ Finset.univ.erase R,
      ⟪a R - b R, localOp v (a R' - b R')⟫_ℂ = 0 :=
    Finset.sum_eq_zero fun R _ => Finset.sum_eq_zero fun R' hR' =>
      h2 R R' (Finset.ne_of_mem_erase hR').symm
  rw [paw_expectation (localOp_symmetric v), e1, e2, add_zero, add_zero]

end Local
```

**Q:** Real orbitals don't live on a finite grid.

**A:** The density argument works pointwise on any set. If every \(d_R(x)=0\), then \(\psi(x)=s(x)\) and the one-centre differences vanish. If \(d_R(x)\ne0\), only that site contributes and \(s(x)=b_R(x)\), so \(\psi(x)=a_R(x)\) and

\[
|s|^2+|a_R|^2-|b_R|^2=|a_R|^2=|\psi|^2 .
\]

`paw_density` makes the same split, using `Finset.sum_eq_single` to isolate the site.

```lean
section Continuum

variable {ι X : Type*} [Fintype ι]

/-- Under the sphere conditions the density at each point is the smooth density plus the
one-centre density differences. -/
theorem paw_density {s : X → ℂ} {a b : ι → X → ℂ} (h : SphereConditions s a b) (x : X) :
    Complex.normSq (paw s a b x) = Complex.normSq (s x)
      + ∑ R, (Complex.normSq (a R x) - Complex.normSq (b R x)) := by
  have h1 : paw s a b x = s x + ∑ R, (a R x - b R x) := by
    simp only [paw, Pi.add_apply, Finset.sum_apply, Pi.sub_apply]
  by_cases hex : ∃ R, a R x ≠ b R x
  · -- inside the sphere of `R` only that site contributes
    obtain ⟨R, hR⟩ := hex
    have h0 : ∀ R', R' ≠ R → a R' x = b R' x := fun R' hne =>
      (h.disjoint R' R hne x).resolve_right hR
    have e1 : ∑ R', (a R' x - b R' x) = a R x - b R x :=
      Finset.sum_eq_single R (fun R' _ hne => by rw [h0 R' hne, sub_self])
        (fun hn => absurd (Finset.mem_univ R) hn)
    have e2 : ∑ R', (Complex.normSq (a R' x) - Complex.normSq (b R' x)) =
        Complex.normSq (a R x) - Complex.normSq (b R x) :=
      Finset.sum_eq_single R (fun R' _ hne => by rw [h0 R' hne, sub_self])
        (fun hn => absurd (Finset.mem_univ R) hn)
    rw [h1, e1, e2, h.complete R x hR, add_sub_cancel, add_sub_cancel]
  · have h0 : ∀ R, a R x = b R x := fun R => by_contra fun hR => hex ⟨R, hR⟩
    simp [h1, h0]
```

Multiplying by \(v\) and integrating gives the potential energy. The theorem assumes that \(v|s|^2\), \(v|a_R|^2\) and \(v|b_R|^2\) are each integrable, which lets the integral pass through the finite sum. The sphere conditions are required at every point, not just almost everywhere. Derivative operators are not treated here.

```lean
/-- Under the sphere conditions, the integral of a real potential `v` times the all-electron density
is the smooth integral plus the one-centre differences, provided the smooth integrand and both
one-centre integrands of every site are integrable. -/
theorem paw_potential_energy [MeasurableSpace X] (μ : Measure X) (v : X → ℝ)
    {s : X → ℂ} {a b : ι → X → ℂ} (h : SphereConditions s a b)
    (hs : Integrable (fun x => v x * Complex.normSq (s x)) μ)
    (ha : ∀ R, Integrable (fun x => v x * Complex.normSq (a R x)) μ)
    (hb : ∀ R, Integrable (fun x => v x * Complex.normSq (b R x)) μ) :
    ∫ x, v x * Complex.normSq (paw s a b x) ∂μ = ∫ x, v x * Complex.normSq (s x) ∂μ
      + ∑ R, (∫ x, v x * Complex.normSq (a R x) ∂μ
        - ∫ x, v x * Complex.normSq (b R x) ∂μ) := by
  have hpt : (fun x => v x * Complex.normSq (paw s a b x)) = fun x =>
      v x * Complex.normSq (s x)
        + ∑ R, (v x * Complex.normSq (a R x) - v x * Complex.normSq (b R x)) := by
    funext x
    rw [paw_density h x, mul_add, Finset.mul_sum]
    simp only [mul_sub]
  have hd : ∀ R, Integrable
      (fun x => v x * Complex.normSq (a R x) - v x * Complex.normSq (b R x)) μ :=
    fun R => (ha R).sub (hb R)
  have hsum : Integrable (fun x =>
      ∑ R, (v x * Complex.normSq (a R x) - v x * Complex.normSq (b R x))) μ :=
    MeasureTheory.integrable_finsetSum _ fun R _ => hd R
  rw [hpt, integral_add hs hsum, MeasureTheory.integral_finsetSum _ (fun R _ => hd R)]
  congr 1
  exact Finset.sum_congr rfl fun R _ => integral_sub (ha R) (hb R)

end Continuum
```

**Q:** Would the short formula survive for a nonlocal operator, given the same sphere conditions?

**A:** Not in general. Take two grid points, \(s=b_R=0\), and \(a_R\) the unit orbital on point \(R\). Let \(A\) swap the two amplitudes. The smooth and one-centre terms are zero, but \(\psi=(1,1)\) gives \(\langle\psi,A\psi\rangle=2\). Since \(\langle\psi,\psi\rangle=2\), the normalised expectation value is 1. It comes entirely from the pair terms. This is an algebraic example, not a PAW state: in PAW, \(a_R\) and \(b_R\) share coefficients that are linear in \(s\), so \(s=0\) would force \(a_R=0\). Taking instead \(b_R=a_R/2\) and \(s=(1/2,1/2)\), which PAW allows, keeps the sphere conditions and the same \(\psi\). The short formula then gives \(1/2\) instead of 2. The Lean theorem below treats the simpler case \(s=b_R=0\).

```lean
/-- The hopping operator that exchanges the amplitudes on two grid points. -/
def hop : EuclideanSpace ℂ (Fin 2) →ₗ[ℂ] EuclideanSpace ℂ (Fin 2) where
  toFun f := !₂[f 1, f 0]
  map_add' f g := by ext i; fin_cases i <;> simp
  map_smul' c f := by ext i; fin_cases i <;> simp

/-- The orbital with amplitude one on grid point `R` and zero on the other. -/
def orb (R : Fin 2) : EuclideanSpace ℂ (Fin 2) :=
  WithLp.toLp 2 (fun x => if x = R then 1 else 0)
```

The proof checks symmetry, the sphere conditions and the values by direct evaluation on the two points.

```lean
/-- The operator `hop` is Hermitian. The vectors `s = 0`, `a R = orb R` and `b R = 0` meet the
sphere conditions, and `hop` has zero diagonal matrix element in each `orb R`, yet its diagonal
matrix element in the unnormalised vector `paw s a b` is two. -/
theorem nonlocal_counterexample :
    hop.IsSymmetric ∧
    SphereConditions (0 : EuclideanSpace ℂ (Fin 2)).ofLp (fun R => (orb R).ofLp)
      (fun _ : Fin 2 => (0 : EuclideanSpace ℂ (Fin 2)).ofLp) ∧
    (∀ R, ⟪orb R, hop (orb R)⟫_ℂ = 0) ∧
    ⟪paw 0 orb (fun _ => 0), hop (paw 0 orb (fun _ => 0))⟫_ℂ = 2 := by
  refine ⟨?_, ⟨?_, fun _ _ _ => rfl⟩, ?_, ?_⟩
  · intro f g
    simp [hop, PiLp.inner_apply, Fin.sum_univ_two, add_comm]
  · intro R R' hne x
    by_cases hx : x = R
    · have hx' : x ≠ R' := fun e => hne (hx.symm.trans e)
      right
      simp [orb, hx']
    · left
      simp [orb, hx]
  · intro R
    fin_cases R <;> simp [hop, orb, PiLp.inner_apply]
  · simp [paw, hop, orb, PiLp.inner_apply, Fin.sum_univ_two]
    norm_num

end

end PAWOperatorTransformation
```

```lean
#print axioms PAWOperatorTransformation.paw_expectation
#print axioms PAWOperatorTransformation.paw_expectation_local
#print axioms PAWOperatorTransformation.paw_potential_energy
#print axioms PAWOperatorTransformation.nonlocal_counterexample
```

```
'PAWOperatorTransformation.paw_expectation' depends on axioms: [propext, Classical.choice, Quot.sound]
'PAWOperatorTransformation.paw_expectation_local' depends on axioms: [propext, Classical.choice, Quot.sound]
'PAWOperatorTransformation.paw_potential_energy' depends on axioms: [propext, Classical.choice, Quot.sound]
'PAWOperatorTransformation.nonlocal_counterexample' depends on axioms: [propext, Classical.choice, Quot.sound]
```
